# Uniform random cloning keeps the expected mean energy and multiplies the expected squared pair differences by $1-2/N^2$ per step

Take two carriers with energies 0 and 1 in some unit. Draw a label $i$ and a label $j$, independently and uniformly, and overwrite carrier $i$ by a copy of carrier $j$. There are four equally likely draws. Two of them have $i=j$ and change nothing, one leaves both energies at 0, and one leaves both at 1.

The mean energy is then $\tfrac12$, $\tfrac12$, 0 or 1, so its average is still $\tfrac12$. The sum of squared energy differences over ordered pairs was 2. It is now 2 with probability $\tfrac12$ and 0 otherwise, so its average is 1, which is $1-2/2^2$ times the old value. Cloning keeps the mean energy on average, but it lowers the expected diversity whenever the energies are not all equal.

The same holds for $N$ carriers and any number of steps. It is a statement about averages, since a single event can raise the diversity: with energies 0, 0, 0, 1, copying the 1 over a 0 raises the sum from 6 to 8. For Monte Carlo transport, this gives the statistical cost of population control by such uniform random overwriting, in a model where cloning acts alone, on a fixed number of equally weighted carriers, with no free flight or scattering between events.

## Carriers, observables and the cloning step

The carrier labels form a finite type `ι` with $N$ elements, written `Fintype.card ι`. Carrier states lie in an arbitrary type `α`, and a population is a function $x$ from labels to states.

In Lean 4 with Mathlib:

```lean
import Mathlib

open Filter Topology

namespace CloningPopulationControl

noncomputable section

variable {ι α : Type*} [Fintype ι]
```

A one-carrier observable is a function $g$ from states to real numbers. For carriers described by their energies alone, `α` is `ℝ` and $g$ is the identity. The population mean is
$$M(x)=\frac1N\sum_a g(x_a).$$

```lean
/-- Population mean of the one-carrier observable `g`, for a nonempty population with
carrier states `x`. -/
def mean (g : α → ℝ) (x : ι → α) : ℝ := (∑ a, g (x a)) / (Fintype.card ι : ℝ)
```

Diversity is measured by
$$D(x)=\sum_{a,b}\bigl(g(x_a)-g(x_b)\bigr)^2 .$$
Each unordered pair is counted twice; counting it once would halve $D$ and leave the decay factor as it is.

```lean
/-- Sum over all ordered pairs of carriers of the squared difference of `g`. -/
def spread (g : α → ℝ) (x : ι → α) : ℝ := ∑ a, ∑ b, (g (x a) - g (x b)) ^ 2
```

Write $S=\sum_a g(x_a)$ and $Q=\sum_a g(x_a)^2$. Expanding the square and summing over $b$ gives $N g(x_a)^2-2S\,g(x_a)+Q$. Summing over $a$ then gives
$$D=2NQ-2S^2 .$$
Hence $D/(2N^2)=Q/N-M^2$ is the population variance of $g$.

```lean
/-- The pair sum expressed through the first and second moments of the population. -/
theorem spread_eq (g : α → ℝ) (x : ι → α) :
    spread g x = 2 * (Fintype.card ι : ℝ) * ∑ a, g (x a) ^ 2 - 2 * (∑ a, g (x a)) ^ 2 := by
  have h : ∀ a, ∑ b, (g (x a) - g (x b)) ^ 2 = (Fintype.card ι : ℝ) * g (x a) ^ 2
      - 2 * (∑ b, g (x b)) * g (x a) + ∑ b, g (x b) ^ 2 := by
    intro a
    simp only [sub_sq, Finset.sum_add_distrib, Finset.sum_sub_distrib, ← Finset.mul_sum,
      Finset.sum_const, Finset.card_univ, nsmul_eq_mul]
    ring
  simp only [spread, h, Finset.sum_add_distrib, Finset.sum_sub_distrib, ← Finset.mul_sum,
    Finset.sum_const, Finset.card_univ, nsmul_eq_mul]
  ring
```

The inner statement `h` is the sum over $b$, and the last `simp only` and `ring` carry out the sum over $a$.

A cloning event changes the entry $x_i$ to $x_j$ and leaves the others alone.

```lean
variable [DecidableEq ι]

/-- One cloning event: carrier `i` is overwritten by a copy of carrier `j`. -/
def clone (x : ι → α) (i j : ι) : ι → α := Function.update x i (x j)
```

Let $E_n F(x)$ be the expected value of a population observable $F$ after $n$ events started from $x$. Conditioning on the first event,
$$E_0F(x)=F(x),\qquad E_{n+1}F(x)=\frac1{N^2}\sum_{i,j}E_nF\bigl(x^{i\leftarrow j}\bigr),$$
where $x^{i\leftarrow j}$ is the population after the event. The weight $1/N^2$ expresses that $i$ and $j$ are independent and uniform, and its reuse at every step expresses that the events are independent of each other. The expectation is defined by this finite recursion, without a probability space.

```lean
/-- Expected value of the population observable `F` after a number of cloning steps started
from the nonempty population `x`; each step draws `i` and `j` independently and uniformly. -/
def expected : ℕ → ((ι → α) → ℝ) → (ι → α) → ℝ
  | 0, F, x => F x
  | n + 1, F, x => (∑ i, ∑ j, expected n F (clone x i j)) / (Fintype.card ι : ℝ) ^ 2
```

## From one event to many

The total of $g$ loses $g(x_i)$ and gains $g(x_j)$:
$$S\;\to\;S+g(x_j)-g(x_i).$$

```lean
/-- A cloning event changes the total of `g` by the value gained minus the value lost. -/
theorem sum_clone (g : α → ℝ) (x : ι → α) (i j : ι) :
    ∑ a, g (clone x i j a) = ∑ a, g (x a) + g (x j) - g (x i) := by
  have h : ∀ a, g (clone x i j a) = g (x a) + if a = i then g (x j) - g (x i) else 0 := by
    intro a
    by_cases h : a = i
    · subst h
      simp [clone]
    · simp [clone, h]
  simp only [h, Finset.sum_add_distrib, Finset.sum_ite_eq', Finset.mem_univ, if_true]
  ring
```

The proof writes the change carrier by carrier, as a term that is nonzero only at $a=i$, and sums it.

Suppose that averaging over one event multiplies $F$ by a constant $r$, whatever the population. Then, by induction,
$$E_{n+1}F(x)=\frac1{N^2}\sum_{i,j}r^nF(x^{i\leftarrow j})=r^{n+1}F(x).$$

```lean
/-- If one step multiplies the expected value of `F` by `r`, whatever the population, then
`n` steps multiply it by `r ^ n`. -/
theorem expected_of_step (F : (ι → α) → ℝ) (r : ℝ)
    (h : ∀ x, (∑ i, ∑ j, F (clone x i j)) / (Fintype.card ι : ℝ) ^ 2 = r * F x)
    (n : ℕ) (x : ι → α) : expected n F x = r ^ n * F x := by
  induction n generalizing x with
  | zero => simp [expected]
  | succ n ih =>
    simp only [expected, ih, ← Finset.mul_sum, mul_div_assoc, h]
    ring
```

The induction keeps $x$ general, because the hypothesis for $n$ steps is applied to the populations produced by the first event.

Expectations are also linear, $E_n(F-cG)=E_nF-c\,E_nG$, since each step is a finite average.

```lean
/-- The expectation over cloning histories is linear. -/
theorem expected_sub_mul (F G : (ι → α) → ℝ) (c : ℝ) (n : ℕ) (x : ι → α) :
    expected n (fun y => F y - c * G y) x = expected n F x - c * expected n G x := by
  induction n generalizing x with
  | zero => simp only [expected]
  | succ n ih =>
    simp only [expected, ih, Finset.sum_sub_distrib, ← Finset.mul_sum]
    ring
```

## The mean is conserved on average

One event changes $M$ by $(g(x_j)-g(x_i))/N$. Over all draws,
$$\sum_{i,j}\bigl(g(x_j)-g(x_i)\bigr)=NS-NS=0,$$
so the averaged step has $r=1$ and $E_nM(x)=M(x)$.

```lean
/-- Cloning is unbiased: in a nonempty population the expected mean of any one-carrier
observable stays at its initial value. -/
theorem expected_mean [Nonempty ι] (g : α → ℝ) (n : ℕ) (x : ι → α) :
    expected n (mean g) x = mean g x := by
  have hN : (Fintype.card ι : ℝ) ≠ 0 := Nat.cast_ne_zero.mpr Fintype.card_ne_zero
  rw [expected_of_step (mean g) 1 _ n x, one_pow, one_mul]
  intro y
  have hs : ∀ i j, mean g (clone y i j) = mean g y
      + (g (y j) * (Fintype.card ι : ℝ)⁻¹ - g (y i) * (Fintype.card ι : ℝ)⁻¹) := by
    intro i j
    unfold mean
    rw [sum_clone]
    ring
  -- gains and losses cancel in the sum over all draws
  rw [div_eq_iff (pow_ne_zero 2 hN)]
  simp only [hs, Finset.sum_add_distrib, Finset.sum_sub_distrib, Finset.sum_const,
    Finset.card_univ, nsmul_eq_mul, ← Finset.mul_sum]
  ring
```

Here `hs` is the change in a single event, and the final `simp only` and `ring` perform the cancellation.

## The pair differences decay geometrically

The rule for the total, applied to $g^2$, gives $Q\to Q+g(x_j)^2-g(x_i)^2$. Inserting both changes into $D=2NQ-2S^2$,
$$D\to D+2N\bigl(g(x_j)^2-g(x_i)^2\bigr)-4S\bigl(g(x_j)-g(x_i)\bigr)-2\bigl(g(x_j)-g(x_i)\bigr)^2 .$$
The two middle terms are antisymmetric in $i$ and $j$ and vanish in the sum over draws. The last one sums to $-2D$. The averaged step therefore gives $D-2D/N^2$, and
$$E_nD(x)=\Bigl(1-\frac2{N^2}\Bigr)^nD(x).$$

```lean
/-- Loss of diversity: after `n` steps in a nonempty population of `N` carriers, the expected
sum of squared pair differences is `(1 - 2 / N ^ 2) ^ n` times its initial value. -/
theorem expected_spread [Nonempty ι] (g : α → ℝ) (n : ℕ) (x : ι → α) :
    expected n (spread g) x = (1 - 2 / (Fintype.card ι : ℝ) ^ 2) ^ n * spread g x := by
  have hN : (Fintype.card ι : ℝ) ≠ 0 := Nat.cast_ne_zero.mpr Fintype.card_ne_zero
  refine expected_of_step (spread g) _ (fun y => ?_) n x
  -- effect of a single draw: an antisymmetric part and a term that is never positive
  have hs : ∀ i j, spread g (clone y i j) = spread g y
      + ((2 * (Fintype.card ι : ℝ) * g (y j) ^ 2 - 4 * (∑ a, g (y a)) * g (y j))
        - (2 * (Fintype.card ι : ℝ) * g (y i) ^ 2 - 4 * (∑ a, g (y a)) * g (y i)))
      - 2 * (g (y i) - g (y j)) ^ 2 := by
    intro i j
    have h2 : ∑ a, g (clone y i j a) ^ 2 = ∑ a, g (y a) ^ 2 + g (y j) ^ 2 - g (y i) ^ 2 :=
      sum_clone (fun s => g s ^ 2) y i j
    rw [spread_eq g (clone y i j), spread_eq g y, sum_clone g y i j, h2]
    ring
  have key : ∑ i, ∑ j, spread g (clone y i j)
      = ((Fintype.card ι : ℝ) ^ 2 - 2) * spread g y := by
    have hd : spread g y = ∑ i, ∑ j, (g (y i) - g (y j)) ^ 2 := rfl
    simp only [hs, Finset.sum_add_distrib, Finset.sum_sub_distrib, Finset.sum_const,
      Finset.card_univ, nsmul_eq_mul, ← Finset.mul_sum]
    linear_combination 2 * hd
  have hc : 2 / (Fintype.card ι : ℝ) ^ 2 * (Fintype.card ι : ℝ) ^ 2 = 2 :=
    div_mul_cancel₀ _ (pow_ne_zero 2 hN)
  rw [div_eq_iff (pow_ne_zero 2 hN)]
  linear_combination key + spread g y * hc
```

In the code, `hs` is the effect of one draw and `key` is its sum over all draws, $(N^2-2)D$. The theorem also holds for $N=1$: the factor is then $-1$, but $D=0$.

The factor depends on $i$ and $j$ being independent; it is not enough that each is uniform by itself. For the two carriers above, draw $i$ uniformly and let $j$ always be the other carrier. Both labels are still uniform, and the expected mean is still $\tfrac12$, but $D$ drops to 0 after one event, where independent draws give an expected value of 1.

## How far the mean wanders in a single run

A mean that is right on average can still drift in any one run. For a fixed number $m$,
$$\frac1N\sum_a\bigl(g(x_a)-m\bigr)^2=\frac QN-2mM+m^2,$$
and subtracting $D/(2N^2)=Q/N-M^2$ leaves
$$(M-m)^2=\frac1N\sum_a\bigl(g(x_a)-m\bigr)^2-\frac{D}{2N^2}.$$

```lean
omit [DecidableEq ι] in
/-- In a nonempty population, the squared deviation of the mean from `m` is the mean squared
deviation of the carriers from `m` minus the pair sum divided by `2 N ^ 2`. -/
theorem sq_mean_sub [Nonempty ι] (g : α → ℝ) (m : ℝ) (y : ι → α) :
    (mean g y - m) ^ 2 = mean (fun s => (g s - m) ^ 2) y
      - 1 / (2 * (Fintype.card ι : ℝ) ^ 2) * spread g y := by
  have hN : (Fintype.card ι : ℝ) ≠ 0 := Nat.cast_ne_zero.mpr Fintype.card_ne_zero
  have hk : (Fintype.card ι : ℝ) * (Fintype.card ι : ℝ)⁻¹ = 1 := mul_inv_cancel₀ hN
  have hq : ∑ a, (g (y a) - m) ^ 2 = ∑ a, g (y a) ^ 2 - 2 * m * ∑ a, g (y a)
      + (Fintype.card ι : ℝ) * m ^ 2 := by
    simp only [sub_sq, Finset.sum_add_distrib, Finset.sum_sub_distrib, Finset.sum_const,
      Finset.card_univ, nsmul_eq_mul, ← Finset.sum_mul, ← Finset.mul_sum]
    ring
  simp only [mean, hq, spread_eq]
  linear_combination ((∑ a, g (y a) ^ 2) / (Fintype.card ι : ℝ) - m ^ 2) * hk
```

Now let $m=M(x)$ be the initial mean. The first term on the right is the population mean of another one-carrier observable, $(g-m)^2$, so its expectation is conserved. At the start the left side is zero, so that term equals $D(x)/(2N^2)$. The second term decays as found above. Together,
$$E_n\bigl[(M-m)^2\bigr]=\Bigl[1-\Bigl(1-\frac2{N^2}\Bigr)^n\Bigr]\frac{D(x)}{2N^2}.$$

```lean
/-- Sampling noise: the mean-square drift of the population mean after `n` steps, for a
nonempty population of `N` carriers, in terms of the initial pair sum. -/
theorem expected_sq_drift [Nonempty ι] (g : α → ℝ) (n : ℕ) (x : ι → α) :
    expected n (fun y => (mean g y - mean g x) ^ 2) x
      = (1 - (1 - 2 / (Fintype.card ι : ℝ) ^ 2) ^ n)
        * (spread g x / (2 * (Fintype.card ι : ℝ) ^ 2)) := by
  have h0 := sq_mean_sub g (mean g x) x
  have hf : (fun y : ι → α => (mean g y - mean g x) ^ 2)
      = fun y => mean (fun s => (g s - mean g x) ^ 2) y
        - 1 / (2 * (Fintype.card ι : ℝ) ^ 2) * spread g y :=
    funext fun y => sq_mean_sub g (mean g x) y
  rw [hf, expected_sub_mul (mean (fun s => (g s - mean g x) ^ 2)) (spread g),
    expected_mean, expected_spread]
  linear_combination (-1 : ℝ) * h0
```

The rewriting step `hf` replaces the squared drift by the two terms, after which linearity and the two earlier expectation theorems apply. The statement `h0` supplies the zero at the start.

For $N\ge2$ the factor $1-2/N^2$ lies in $[\tfrac12,1)$, so its powers tend to zero and
$$E_n\bigl[(M-m)^2\bigr]\to\frac{D(x)}{2N^2}.$$
For $N=1$ both sides are zero. The long-run mean-square drift is thus the initial population variance. With energies 0 and 1 it is $\tfrac14$, as it should be when both carriers end at 0 or both at 1.

```lean
/-- After many steps the mean-square drift of the mean of a nonempty population tends to the
initial pair sum divided by `2 N ^ 2`. -/
theorem tendsto_sq_drift [Nonempty ι] (g : α → ℝ) (x : ι → α) :
    Tendsto (fun n => expected n (fun y => (mean g y - mean g x) ^ 2) x) atTop
      (𝓝 (spread g x / (2 * (Fintype.card ι : ℝ) ^ 2))) := by
  simp only [expected_sq_drift]
  rcases subsingleton_or_nontrivial ι with hι | hι
  · -- a single carrier has no pair differences
    have h0 : spread g x = 0 := by
      unfold spread
      refine Finset.sum_eq_zero fun a _ => Finset.sum_eq_zero fun b _ => ?_
      rw [Subsingleton.elim a b]
      simp
    simp only [h0, zero_div, mul_zero]
    exact tendsto_const_nhds
  · have h2 : (2 : ℝ) ≤ (Fintype.card ι : ℝ) := by
      exact_mod_cast Fintype.one_lt_card (α := ι)
    have hpos : (0 : ℝ) < (Fintype.card ι : ℝ) ^ 2 := by positivity
    have hle : 2 / (Fintype.card ι : ℝ) ^ 2 ≤ 1 := by
      rw [div_le_iff₀ hpos]
      nlinarith
    have hgt : 0 < 2 / (Fintype.card ι : ℝ) ^ 2 := div_pos two_pos hpos
    have hp := tendsto_pow_atTop_nhds_zero_of_lt_one
      (sub_nonneg.mpr hle) (sub_lt_self 1 hgt)
    have h := (hp.const_sub 1).mul_const (spread g x / (2 * (Fintype.card ι : ℝ) ^ 2))
    rwa [sub_zero, one_mul] at h

end

end CloningPopulationControl
```

The proof splits into these two cases. For several carriers it needs only that the factor is at least 0 and below 1.

```lean
#print axioms CloningPopulationControl.expected_mean
-- 'CloningPopulationControl.expected_mean' depends on axioms: [propext, Classical.choice, Quot.sound]
#print axioms CloningPopulationControl.tendsto_sq_drift
-- 'CloningPopulationControl.tendsto_sq_drift' depends on axioms: [propext, Classical.choice, Quot.sound]
```

## The event in a simulation with a thousand carriers

To carry out this event in a particle code, draw two integers $i$ and $j$ independently and uniformly between 1 and $N$, and copy the whole record in slot $j$, such as wavevector, valley and position, into slot $i$. Draws with $i=j$ are kept and do nothing. Since `α` is arbitrary, the results apply to any real function of the record, for example the energy or one velocity component.

Take $N=1000$ and an energy standard deviation of 25 meV, chosen for illustration. One event multiplies the expected $D$ by $1-2\times10^{-6}$. After 1000 events in a row, the expected $D$ has fallen by about 0.2 %. The root-mean-square drift of the mean energy is about $\sqrt{0.002}\times25$ meV, or 1.1 meV. After 500 000 events the expected $D$ is down to about 37 % of its initial value. Inelastic scattering between events can change these figures, because it changes the carrier energies and can make those of copies differ again.
